# The renormalised map from two-component to four-component vectors preserves inner products

In two-component relativistic theory, a matrix X gives the lower components of a four-component vector from its upper ones, and the factor R = (1 + X†X)^(-1/2) restores the norm. The theorem `decoupler_isometry` states that the map J, which stacks R on top of XR, satisfies J†J = 1, and so preserves inner products. Here X is any finite complex matrix, the inner products are the standard ones (an overlap matrix equal to the identity), and no Hamiltonian enters, so nothing is said about whether X decouples one. The proof reduces J†J to R(1 + X†X)R, then uses the functional calculus to turn this product into the function t^(-1/2) · t · t^(-1/2), which is 1 on the positive spectrum of 1 + X†X.

The failing Lean file:

```lean
import Mathlib

open Matrix
open scoped ComplexOrder

namespace DecouplerIsometry

noncomputable section

variable {m n p q : Type*} [Fintype m] [DecidableEq m] [Fintype n]
  [Fintype p] [Fintype q] [DecidableEq q]

/-- The renormalization matrix `R = (1 + Xᴴ X)^(-1/2)`. -/
def renorm (X : Matrix n m ℂ) : Matrix m m ℂ :=
  cfc (fun t : ℝ => (√t)⁻¹) (1 + Xᴴ * X)

/-- The map `J = (R; X R)` from two-component to four-component vectors. -/
def decoupler (X : Matrix n m ℂ) : Matrix (m ⊕ n) m ℂ :=
  fromRows (renorm X) (X * renorm X)

/-- The map `J` preserves inner products: `Jᴴ J = 1`. -/
theorem decoupler_isometry (X : Matrix n m ℂ) : (decoupler X)ᴴ * decoupler X = 1 := by
  have hP : (1 + Xᴴ * X).PosDef :=
    PosDef.one.add_posSemidef (posSemidef_conjTranspose_mul_self X)
  have hA : IsSelfAdjoint (1 + Xᴴ * X) := hP.isHermitian
  have hpos : ∀ t ∈ spectrum ℝ (1 + Xᴴ * X), 0 < t := by
    intro t ht
    rw [hP.isHermitian.spectrum_real_eq_range_eigenvalues] at ht
    obtain ⟨i, rfl⟩ := ht
    exact hP.eigenvalues_pos i
  have hf : ContinuousOn (fun t : ℝ => (√t)⁻¹) (spectrum ℝ (1 + Xᴴ * X)) := fun t ht =>
    (Real.continuous_sqrt.continuousAt.inv₀
      (Real.sqrt_pos.2 (hpos t ht)).ne').continuousWithinAt
  -- functional calculus turns `R (1 + Xᴴ X) R` into the constant function one
  have hR : renorm X * (1 + Xᴴ * X) * renorm X = 1 := by
    have h3 : renorm X * (1 + Xᴴ * X) * renorm X
        = cfc (fun t : ℝ => (√t)⁻¹ * t * (√t)⁻¹) (1 + Xᴴ * X) := by
      rw [cfc_mul (fun t : ℝ => (√t)⁻¹ * t) (fun t : ℝ => (√t)⁻¹) _
        (hf.mul continuousOn_id) hf,
        cfc_mul (fun t : ℝ => (√t)⁻¹) (fun t : ℝ => t) _ hf continuousOn_id,
        cfc_id' ℝ _ hA]
      rfl
    have hs : ∀ s : ℝ, s ≠ 0 → s⁻¹ * (s * s) * s⁻¹ = 1 := by
      intro s h
      field_simp
    rw [h3, ← cfc_const_one ℝ (1 + Xᴴ * X) hA]
    apply cfc_congr
    intro t ht
    have h := hs (√t) (Real.sqrt_pos.2 (hpos t ht)).ne'
    rwa [Real.mul_self_sqrt (hpos t ht).le] at h
  have hH : (renorm X)ᴴ = renorm X :=
    cfc_predicate (fun t : ℝ => (√t)⁻¹) (1 + Xᴴ * X)
  rw [decoupler, conjTranspose_fromRows_eq_fromCols_conjTranspose, fromCols_mul_fromRows,
    conjTranspose_mul, hH, ← hR]
  simp only [Matrix.mul_add, Matrix.add_mul, Matrix.mul_one, Matrix.mul_assoc]

end

end DecouplerIsometry
```

Lean reports:

```
Main.lean:47:4: error: Tactic `apply` failed: could not unify the conclusion of `@cfc_congr`
  cfc ?f ?a = cfc ?g ?a
with the goal
  cfc (fun t => (√t)⁻¹ * t * (√t)⁻¹) (cfc (fun x => 1) (1 + Xᴴ * X) + Xᴴ * X) = cfc (fun x => 1) (1 + Xᴴ * X)

Note: The full type of `@cfc_congr` is
  ∀ {R : Type ?u.260} {A : Type ?u.259} {p : A → Prop} [inst : CommSemiring R] [inst_1 : StarRing R]
    [inst_2 : MetricSpace R] [inst_3 : IsTopologicalSemiring R] [inst_4 : ContinuousStar R]
    [inst_5 : TopologicalSpace A] [inst_6 : Ring A] [inst_7 : StarRing A] [inst_8 : Algebra R A]
    [instCFC : ContinuousFunctionalCalculus R A p] {f g : R → R} {a : A},
    Set.EqOn f g (spectrum R a) → cfc f a = cfc g a

m : Type u_1
n : Type u_2
inst✝² : Fintype m
inst✝¹ : DecidableEq m
inst✝ : Fintype n
X : Matrix n m ℂ
hP : (1 + Xᴴ * X).PosDef
hA : IsSelfAdjoint (1 + Xᴴ * X)
hpos : ∀ t ∈ spectrum ℝ (1 + Xᴴ * X), 0 < t
hf : ContinuousOn (fun t => (√t)⁻¹) (spectrum ℝ (1 + Xᴴ * X))
h3 : renorm X * (1 + Xᴴ * X) * renorm X = cfc (fun t => (√t)⁻¹ * t * (√t)⁻¹) (1 + Xᴴ * X)
hs : ∀ (s : ℝ), s ≠ 0 → s⁻¹ * (s * s) * s⁻¹ = 1
⊢ cfc (fun t => (√t)⁻¹ * t * (√t)⁻¹) (cfc (fun x => 1) (1 + Xᴴ * X) + Xᴴ * X) = cfc (fun x => 1) (1 + Xᴴ * X)
```

This version goes through:

```diff
@@ -44,9 +44,10 @@
       intro s h
       field_simp
-    rw [h3, ← cfc_const_one ℝ (1 + Xᴴ * X) hA]
-    apply cfc_congr
+    rw [h3]
+    refine Eq.trans (cfc_congr ?_) (cfc_const_one ℝ (1 + Xᴴ * X) hA)
     intro t ht
     have h := hs (√t) (Real.sqrt_pos.2 (hpos t ht)).ne'
-    rwa [Real.mul_self_sqrt (hpos t ht).le] at h
+    rw [Real.mul_self_sqrt (hpos t ht).le] at h
+    exact h
   have hH : (renorm X)ᴴ = renorm X :=
     cfc_predicate (fun t : ℝ => (√t)⁻¹) (1 + Xᴴ * X)
```

Cause. The error comes from the rewrite before `apply cfc_congr`. It was meant to turn only the `1` on the right of the goal into `cfc (fun x => 1) (1 + Xᴴ * X)`. But `rw` replaces every instance of its pattern, and the identity matrix also stands inside `1 + Xᴴ * X` on the left. The goal in the message shows the result: the left side now applies `cfc` to `cfc (fun x => 1) (1 + Xᴴ * X) + Xᴴ * X`, the right side to `1 + Xᴴ * X`. `cfc_congr` needs the same matrix `?a` on both sides, so it does not unify.

The repair rewrites with `h3` alone and joins two equalities by `Eq.trans`. `cfc_congr` goes from the product function to the constant function one, and `cfc_const_one` from there to the identity matrix. No `1` is rewritten, so the matrix stays the same.

Replacing `rwa` by `rw` and `exact h` is mere tidying: it names the hypothesis that closes the goal, and no message concerns that line.
